# An exponential bound on core charge outside a sphere

A decaying tail is a function f(r) ≥ 0 on [R, ∞) that satisfies f″ = w f for a given real function w(r) and tends to zero as r → ∞, with derivatives at R taken from the right. If w ≥ k² there for some constant k > 0, then f(r) ≤ f(R) exp(−k(r − R)), and the integral of f² beyond R is at most f(R)²/(2k).

```lean
import Mathlib

open Set Filter MeasureTheory

namespace CoreLeakage

/-- The function `f`, with slope `g`, is a non-negative solution of `f'' = w f` on `[R, ∞)`
that tends to zero at large distance; derivatives at `R` are one-sided. -/
structure IsDecayingTail (w f g : ℝ → ℝ) (R : ℝ) : Prop where
  slope : ∀ r, R ≤ r → HasDerivWithinAt f (g r) (Ici R) r
  equation : ∀ r, R ≤ r → HasDerivWithinAt g (w r * f r) (Ici R) r
  nonneg : ∀ r, R ≤ r → 0 ≤ f r
  decay : Tendsto f atTop (nhds 0)

variable {w f g : ℝ → ℝ} {R k : ℝ}

/-- A function with non-negative derivative on `[R, ∞)` is nondecreasing there. -/
lemma monotone_of_slope {F F' : ℝ → ℝ} {R : ℝ}
    (h : ∀ r, R ≤ r → HasDerivWithinAt F (F' r) (Ici R) r)
    (h0 : ∀ r, R ≤ r → 0 ≤ F' r) : MonotoneOn F (Ici R) :=
  monotoneOn_of_hasDerivWithinAt_nonneg (convex_Ici R)
    (fun r hr => (h r hr).continuousWithinAt)
    (fun r hr => (h r (interior_subset hr)).mono interior_subset)
    (fun r hr => h0 r (interior_subset hr))

/-- The derivative of `exp (c (r - R))` is `c` times the function itself. -/
lemma hasDerivAt_exp_shift (c R r : ℝ) :
    HasDerivAt (fun x => Real.exp (c * (x - R))) (Real.exp (c * (r - R)) * c) r :=
  ((((hasDerivAt_id' r).sub_const R).const_mul c).exp).congr_deriv (by simp)

/-- For a decaying tail, the combination `exp (-c (r - R)) (f' + c f)` has derivative
`exp (-c (r - R)) (w - c²) f`. -/
lemma weighted_slope (h : IsDecayingTail w f g R) (c : ℝ) (r : ℝ) (hr : R ≤ r) :
    HasDerivWithinAt (fun x => Real.exp (-c * (x - R)) * (g x + c * f x))
      (Real.exp (-c * (r - R)) * ((w r - c ^ 2) * f r)) (Ici R) r := by
  have hh : HasDerivWithinAt (fun x => g x + c * f x) (w r * f r + c * g r) (Ici R) r :=
    (h.equation r hr).add ((h.slope r hr).const_mul c)
  refine ((hasDerivAt_exp_shift (-c) R r).hasDerivWithinAt.mul hh).congr_deriv ?_

  ring

/-- Where `w ≥ 0` on `[R, ∞)`, a decaying tail never rises. -/
theorem slope_nonpos (h : IsDecayingTail w f g R) (hw : ∀ r, R ≤ r → 0 ≤ w r)
    (r : ℝ) (hr : R ≤ r) : g r ≤ 0 := by
  by_contra hc
  have hc : 0 < g r := not_le.mp hc
  have hg := monotone_of_slope h.equation (fun x hx => mul_nonneg (hw x hx) (h.nonneg x hx))
  -- by convexity the tail lies above its tangent at `r`
  have hm : MonotoneOn (fun x => f x - g r * x) (Ici r) := by
    refine monotone_of_slope (F' := fun x => g x - g r * 1) (fun x hx => ?_) (fun x hx => ?_)
    · exact ((h.slope x (hr.trans hx)).mono (Ici_subset_Ici.2 hr)).sub
        ((hasDerivAt_id' x).const_mul (g r)).hasDerivWithinAt
    · have := hg (mem_Ici.2 hr) (mem_Ici.2 (hr.trans hx)) hx
      linarith
  obtain ⟨x, hx1, hx2⟩ :=
    ((h.decay.eventually_lt_const hc).and (eventually_ge_atTop (r + 1))).exists
  have h1 : f r - g r * r ≤ f x - g r * x :=
    hm (mem_Ici.2 le_rfl) (mem_Ici.2 (by linarith)) (by linarith)
  nlinarith [h.nonneg r hr, mul_le_mul_of_nonneg_left hx2 hc.le]

/-- If `w ≥ k²` with `k > 0`, the slope of a decaying tail satisfies `f' ≤ -k f`. -/
theorem slope_le (h : IsDecayingTail w f g R) (hk : 0 < k)
    (hw : ∀ r, R ≤ r → k ^ 2 ≤ w r) (r : ℝ) (hr : R ≤ r) : g r ≤ -k * f r := by
  by_contra hc
  have hc : 0 < g r + k * f r := by linarith [not_le.mp hc]
  have hm := monotone_of_slope (weighted_slope h k) (fun x hx =>
    mul_nonneg (Real.exp_pos _).le (mul_nonneg (sub_nonneg.2 (hw x hx)) (h.nonneg x hx)))
  obtain ⟨x, hx1, hx2⟩ := ((h.decay.eventually_lt_const (div_pos hc hk)).and
    (eventually_ge_atTop r)).exists
  have h1 : Real.exp (-k * (r - R)) * (g r + k * f r)
      ≤ Real.exp (-k * (x - R)) * (g x + k * f x) :=
    hm (mem_Ici.2 hr) (mem_Ici.2 (hr.trans hx2)) hx2
  have h2 : Real.exp (-k * (x - R)) ≤ Real.exp (-k * (r - R)) :=
    Real.exp_le_exp.2 (by nlinarith)
  -- the positive value persists, although `f` is already small and `f' ≤ 0`
  have h3 : g r + k * f r ≤ g x + k * f x :=
    le_of_mul_le_mul_left ((mul_le_mul_of_nonneg_right h2 hc.le).trans h1) (Real.exp_pos _)
  have h4 := slope_nonpos h (fun y hy => (sq_nonneg k).trans (hw y hy)) x (hr.trans hx2)
  have h5 := (lt_div_iff₀ hk).1 hx1
  linarith


/-- If `w ≥ k²` with `k > 0`, then `f(r) ≤ f(R) exp (-k (r - R))` for all `r ≥ R`. -/
theorem amplitude_le (h : IsDecayingTail w f g R) (hk : 0 < k)
    (hw : ∀ r, R ≤ r → k ^ 2 ≤ w r) (r : ℝ) (hr : R ≤ r) :
    f r ≤ f R * Real.exp (-k * (r - R)) := by
  have hm := monotone_of_slope (fun x hx =>
    ((hasDerivAt_exp_shift k R x).hasDerivWithinAt.mul (h.slope x hx)).neg) (fun x hx => by
      nlinarith [mul_nonneg (Real.exp_pos (k * (x - R))).le
        (sub_nonneg.2 (slope_le h hk hw x hx))])
  have h1 : -(Real.exp (k * (R - R)) * f R) ≤ -(Real.exp (k * (r - R)) * f r) :=
    hm (mem_Ici.2 le_rfl) (mem_Ici.2 hr) hr
  rw [sub_self, mul_zero, Real.exp_zero, one_mul] at h1
  rw [neg_mul, Real.exp_neg, ← div_eq_mul_inv, le_div_iff₀ (Real.exp_pos _)]
  linarith


/-- For `k > 0` the squared exponential `(A exp (-k (r - R)))²` is integrable beyond `R`,
with integral `A² / (2k)`. -/
lemma exponential_charge (hk : 0 < k) (A R : ℝ) :
    IntegrableOn (fun r => (A * Real.exp (-k * (r - R))) ^ 2) (Ioi R) ∧
      ∫ r in Ioi R, (A * Real.exp (-k * (r - R))) ^ 2 = A ^ 2 / (2 * k) := by
  have e : (fun r => (A * Real.exp (-k * (r - R))) ^ 2) =
      fun r => (A ^ 2 * Real.exp (2 * k * R)) * Real.exp (-(2 * k) * r) := by
    funext r
    have : Real.exp (-k * (r - R)) ^ 2 = Real.exp (2 * k * R) * Real.exp (-(2 * k) * r) := by
      rw [sq, ← Real.exp_add, ← Real.exp_add]
      congr 1
      ring
    rw [mul_pow, this]
    exact (mul_assoc _ _ _).symm
  have h1 : Real.exp (2 * k * R) * Real.exp (-(2 * k) * R) = 1 := by
    rw [← Real.exp_add, neg_mul, add_neg_cancel, Real.exp_zero]
  rw [e]
  refine ⟨(exp_neg_integrableOn_Ioi R (by linarith)).const_mul _, ?_⟩
  rw [integral_const_mul, integral_exp_mul_Ioi (by linarith), neg_div_neg_eq,
    ← mul_div_assoc, mul_assoc, h1, mul_one]

/-- If `w ≥ k²` with `k > 0`, the charge `∫ f²` of a decaying tail beyond `R` is finite and
at most `f(R)² / (2k)`. -/
theorem charge_le (h : IsDecayingTail w f g R) (hk : 0 < k)
    (hw : ∀ r, R ≤ r → k ^ 2 ≤ w r) :
    IntegrableOn (fun r => f r ^ 2) (Ioi R) ∧
      ∫ r in Ioi R, f r ^ 2 ≤ f R ^ 2 / (2 * k) := by
  obtain ⟨hi, hv⟩ := exponential_charge hk (f R) R
  have hb : ∀ r ∈ Ioi R, f r ^ 2 ≤ (f R * Real.exp (-k * (r - R))) ^ 2 := fun r hr =>
    pow_le_pow_left₀ (h.nonneg r (le_of_lt hr)) (amplitude_le h hk hw r (le_of_lt hr)) 2
  have hcont : ContinuousOn f (Ioi R) := fun r hr =>
    (h.slope r (le_of_lt hr)).continuousWithinAt.mono Ioi_subset_Ici_self
  have hf : IntegrableOn (fun r => f r ^ 2) (Ioi R) := by
    refine Integrable.mono' hi ((hcont.pow 2).aestronglyMeasurable measurableSet_Ioi) ?_
    refine (ae_restrict_iff' measurableSet_Ioi).2 (ae_of_all _ fun r hr => ?_)
    rw [Real.norm_of_nonneg (sq_nonneg _)]
    exact hb r hr
  exact ⟨hf, (setIntegral_mono_on hf hi measurableSet_Ioi hb).trans_eq hv⟩


/-- For `k > 0` and `A ≥ 0` the exponential `A exp (-k (r - R))` is a decaying tail with
constant `w = k²`. -/
theorem isDecayingTail_witness (hk : 0 < k) {A : ℝ} (hA : 0 ≤ A) (R : ℝ) :
    IsDecayingTail (fun _ => k ^ 2) (fun r => A * Real.exp (-k * (r - R)))
      (fun r => -k * A * Real.exp (-k * (r - R))) R where
  slope r _ := ((hasDerivAt_exp_shift (-k) R r).const_mul A).hasDerivWithinAt.congr_deriv
    (by ring)
  equation r _ :=
    ((hasDerivAt_exp_shift (-k) R r).const_mul (-k * A)).hasDerivWithinAt.congr_deriv (by ring)
  nonneg r _ := mul_nonneg hA (Real.exp_pos _).le
  decay := by
    have h1 : Tendsto (fun r : ℝ => r - R) atTop atTop := by
      simpa only [sub_eq_add_neg, id] using
        tendsto_atTop_add_const_right atTop (-R) tendsto_id
    have h2 := Real.tendsto_exp_atBot.comp (h1.const_mul_atTop_of_neg (neg_lt_zero.2 hk))
    simpa using h2.const_mul A

/-- Let `u ≥ 0` be a decaying radial function with `u'' = 2 (V - E) u` outside the sphere of
radius `R`, in atomic units with effective potential `V`. If `V ≥ V₀ > E` there, the charge
outside is finite and at most `u(R)² / (2 √(2 (V₀ - E)))`. -/
theorem core_state_leakage {V u u' : ℝ → ℝ} {E V₀ : ℝ}
    (h : IsDecayingTail (fun r => 2 * (V r - E)) u u' R)
    (hE : E < V₀) (hV : ∀ r, R ≤ r → V₀ ≤ V r) :
    IntegrableOn (fun r => u r ^ 2) (Ioi R) ∧
      ∫ r in Ioi R, u r ^ 2 ≤ u R ^ 2 / (2 * Real.sqrt (2 * (V₀ - E))) := by
  refine charge_le h (Real.sqrt_pos.2 (by linarith)) (fun r hr => ?_)
  rw [Real.sq_sqrt (by linarith)]
  linarith [hV r hr]

end CoreLeakage
```

```lean
#print axioms CoreLeakage.core_state_leakage
```

```
'CoreLeakage.core_state_leakage' depends on axioms: [propext, Classical.choice, Quot.sound]
```

## The tail as a first-order pair

The structure `IsDecayingTail w f g R` holds the assumptions. Its field `slope` says that g is the derivative of f, and `equation` says that the derivative of g is w f. Together they give f″ = w f at every r ≥ R. `HasDerivWithinAt … (Ici R)` makes the derivative one-sided at R and ordinary beyond it. A potential step at R itself is therefore allowed, but a jump of w further out, where f > 0, is not: f′ has a kink there and no derivative. The fields `nonneg` and `decay` state the sign and the limit; the latter excludes the growing solution exp(kr).

`amplitude_le` is the pointwise bound. `charge_le` states both that f² is integrable on (R, ∞), written `Ioi R`, and that its integral obeys the bound. Integrability is stated separately because Lean assigns the integral of a non-integrable function the value zero.

## Core states and their binding

In `core_state_leakage`, f becomes the radial function u, that is, r times the radial part of the orbital. In atomic units it satisfies

u″ = 2(V − E) u,

where E is the orbital energy and V the effective potential, including the centrifugal term. The hypothesis V ≥ V₀ > E places the whole region outside the sphere in the classically forbidden range, with V₀ − E as the smallest guaranteed barrier height. The charge outside is then at most

u(R)² / (2√(2(V₀ − E))).

If u is normalised to one over all radii, this bounds the fraction of the electron outside the sphere. In an APW or LAPW calculation it can help to judge whether a state may be treated as core, for a single non-relativistic orbital in a spherical potential. Nodes inside the sphere are allowed. Outside, where V > E, a real solution that tends to zero cannot change sign: u² is convex there and tends to zero, so it never increases, and after any zero u stays zero. The assumption u ≥ 0 therefore only fixes the overall sign, and a negative tail is handled by reversing the sign of u. The energy and boundary amplitude are inputs, and the non-spherical crystal potential between atoms is not modelled.

Decay could instead have been replaced by square-integrability, the usual condition on a bound state. The bounds would stay the same: a non-negative convex function with finite ∫f² must tend to zero. Integrability would then be an assumption, and the proof would need this extra step.

## From convexity to the charge bound

First, f never rises. Since f″ = w f ≥ 0, the slope is nondecreasing. If f′(r) = s > 0 at some r, then for x ≥ r

f(x) ≥ f(r) + s(x − r).

For x ≥ r + 1 this is at least s, which contradicts decay. `slope_nonpos` carries this out, using `monotone_of_slope` once for g and once for f minus its tangent line.

Next, let h = f′ + k f. The product rule gives

d/dx [exp(−k(x − R)) h(x)]
= exp(−k(x − R)) (f″ + k f′ − k f′ − k² f)
= exp(−k(x − R)) (w − k²) f ≥ 0.

This is `weighted_slope` with c = k. If h(r) = δ > 0, then for x ≥ r

h(x) ≥ δ exp(k(x − r)) ≥ δ.

Because f′(x) ≤ 0, it follows that k f(x) ≥ δ, so f stays above δ/k and cannot tend to zero. Hence f′ ≤ −k f, which is `slope_le`. The Lean proof picks a point x where f is already below δ/k, and `linarith` closes the contradiction.

The amplitude bound follows from

d/dx [exp(k(x − R)) f(x)] = exp(k(x − R)) (f′ + k f) ≤ 0.

The bracket is therefore at most its value f(R) at x = R. `amplitude_le` applies the monotonicity lemma to its negative and then divides by the exponential.

Both sides of the amplitude bound are non-negative, so squaring preserves it:

∫ f² dr ≤ f(R)² ∫ exp(−2k(r − R)) dr = f(R)²/(2k),

with both integrals from R to ∞. `exponential_charge` evaluates the right-hand side. In `charge_le`, continuity makes f² measurable, and comparison with the exponential gives integrability and the inequality.

For the core state, k = √(2(V₀ − E)) gives k² = 2(V₀ − E) ≤ 2(V − E), as required.

By `isDecayingTail_witness`, the exponential A exp(−k(r − R)) with A ≥ 0 is itself a decaying tail for w = k². Its charge, A²/(2k), equals the bound, so the constant 1/(2k) is the best possible under these assumptions.
